# The $N$-point grid error of $\rho^N$ is $2(b/2)^N\cos(2\pi N\tau)$ for the density $\rho(x)=a+b\cos(2\pi(x-\tau))$

Take a cell of length 1, two grid points $x=0$ and $x=1/2$, and the density above with real $a$, $b$ and displacement $\tau$. With $c=\cos(2\pi\tau)$, the grid values are $a+bc$ and $a-bc$. Their average is $a$, the exact integral of $\rho$, for every $\tau$. The average of their squares is $a^2+b^2c^2$, whereas the exact integral of $\rho^2$ is $a^2+b^2/2$. The difference,

$$b^2\left(c^2-\tfrac12\right)=\tfrac{b^2}{2}\cos(4\pi\tau),$$

depends on where the density sits relative to the grid. Squaring has produced a wave of frequency 2, which two points cannot distinguish from a constant.

## The aliasing error at power $N$

For an integer $N\ge1$, write $A_N[f]=\frac1N\sum_{j=0}^{N-1}f(j/N)$ for the grid average. Then

$$A_N[\rho^N]-\int_0^1\rho^N\,dx=2\left(\frac b2\right)^N\cos(2\pi N\tau).$$

Every integer power $p$ with $0\le p<N$ is integrated without error. The exact integral of any power is independent of $\tau$, but $A_N[\rho^N]$ is independent of $\tau$ only if $b=0$.

At $N=1$ the single point $x=0$ gives the error $b\cos(2\pi\tau)$, so there even the average density can be wrong. From $N=2$ on, the average density is exact, and for $N\ge3$ the frequency of $\rho$ also lies below the Nyquist limit $N/2$.

## Exchange-correlation sums on a real-space grid

Plane-wave codes, including those with ultrasoft pseudopotentials, commonly evaluate the exchange-correlation energy as a sum over real-space grid points. The formula shows, for one cosine in one dimension and a pure power as the functional, how such a sum can change when a density is moved rigidly through the grid, although the density itself is resolved.

## Coupling neighbouring waves

Let $h_k(x)=\cos(2\pi k(x-\tau))$ for integer $k$, and let $E[f]=A_N[f]-\int_0^1 f\,dx$.

**Grid averages of waves.** Suppose $N$ does not divide $k$. Then $\sin(\pi k/N)\ne0$. Put $g_j=\sin(2\pi k(j/N-\tau)-\pi k/N)$. From $2\sin\beta\cos\alpha=\sin(\alpha+\beta)-\sin(\alpha-\beta)$,

$$2\sin(\pi k/N)\,h_k(j/N)=g_{j+1}-g_j.$$

The sum over $j$ telescopes to $g_N-g_0$, which is zero because the two phases differ by $2\pi k$. Hence $A_N[h_k]=0$. For $k=N$, every grid value is $\cos(2\pi j-2\pi N\tau)=\cos(2\pi N\tau)$, and so is the average.

**Integrals of waves.** For $k\ne0$, an antiderivative of $h_k$ is $\sin(2\pi k(x-\tau))/(2\pi k)$. It has equal values at $x=0$ and $x=1$, so the integral vanishes.

**Recursion.** Since $2\cos(2\pi(x-\tau))\,h_k=h_{k+1}+h_{k-1}$ and $E$ is linear,

$$E[\rho^{p+1}h_k]=a\,E[\rho^p h_k]+\frac b2\left(E[\rho^p h_{k+1}]+E[\rho^p h_{k-1}]\right).$$

**No error for $|k|+p<N$.** At $p=0$, a constant is averaged correctly, and a wave with $0<|k|<N$ has zero average and zero integral. If $|k|+p+1<N$, then $k$, $k+1$ and $k-1$ all satisfy the condition at power $p$, so the recursion gives zero.

**Error at the edge.** For $k\ge1$ and $k+p=N$, the claim is $E[\rho^p h_k]=(b/2)^p\cos(2\pi N\tau)$. At $p=0$ we have $k=N$, where the average is $\cos(2\pi N\tau)$ and the integral is zero. If $k+p+1=N$, the terms with $k$ and $k-1$ vanish by the previous step, and $k+1$ is at the edge for power $p$. This supplies one more factor $b/2$.

**The power $N$.** Apply the recursion with $k=0$ and $p=N-1$. The term with $a$ vanishes, and $h_{-1}=h_1$, so

$$E[\rho^N]=\frac b2\cdot2\left(\frac b2\right)^{N-1}\cos(2\pi N\tau)=2\left(\frac b2\right)^N\cos(2\pi N\tau).$$

**Displacement.** By periodicity, the exact integral does not depend on $\tau$. The grid averages at $\tau=0$ and $\tau=1/(2N)$ therefore differ by $4(b/2)^N$, which is zero only for $b=0$. Conversely, $b=0$ makes the density constant.

## The recursion in Lean

```lean
import Mathlib

open Real

namespace NonlinearEggBox

noncomputable section

/-- A density with one plane-wave modulation, on a cell of period 1, displaced by `τ`. -/
def density (a b τ x : ℝ) : ℝ := a + b * Real.cos (2 * π * (x - τ))

/-- The cosine wave of integer frequency `k`, displaced by `τ`. -/
def harmonic (k : ℤ) (τ x : ℝ) : ℝ := Real.cos (2 * π * k * (x - τ))

/-- The average of `f` over the `N` grid points `j / N` of the unit cell, for `N ≥ 1`. -/
def gridAverage (N : ℕ) (f : ℝ → ℝ) : ℝ :=
  (1 / (N : ℝ)) * ∑ j ∈ Finset.range N, f ((j : ℝ) / N)

/-- The grid average minus the exact integral over one period, for `N ≥ 1` and
integrable `f`. -/
def gridError (N : ℕ) (f : ℝ → ℝ) : ℝ :=
  gridAverage N f - ∫ x in (0 : ℝ)..1, f x

/-- For `N ≥ 1`, a wave whose integer frequency is not a multiple of `N` averages to zero on the
`N`-point grid. -/
theorem gridAverage_harmonic {N : ℕ} (hN : 0 < N) {k : ℤ} (hk : ¬ (N : ℤ) ∣ k) (τ : ℝ) :
    gridAverage N (harmonic k τ) = 0 := by
  have hN' : (N : ℝ) ≠ 0 := Nat.cast_ne_zero.mpr hN.ne'
  have hs : Real.sin (π * k / N) ≠ 0 := by
    intro h
    obtain ⟨n, hn⟩ := Real.sin_eq_zero_iff.mp h
    rw [eq_div_iff hN'] at hn
    have h2 : π * (k : ℝ) = π * (N * n) := by linear_combination -hn
    have h1 : (k : ℝ) = N * n := mul_left_cancel₀ Real.pi_ne_zero h2
    exact hk ⟨n, by exact_mod_cast h1⟩
  -- the sum telescopes after multiplication by twice the sine of half the phase change per step
  obtain ⟨g, hg⟩ : ∃ g : ℕ → ℝ, ∀ j : ℕ,
      g j = Real.sin (2 * π * k * ((j : ℝ) / N - τ) - π * k / N) := ⟨_, fun _ => rfl⟩
  have step : ∀ j : ℕ,
      2 * Real.sin (π * k / N) * harmonic k τ ((j : ℝ) / N) = g (j + 1) - g j := by
    intro j
    have e : 2 * π * k * (((j + 1 : ℕ) : ℝ) / N - τ) - π * k / N
        = 2 * π * k * ((j : ℝ) / N - τ) + π * k / N := by push_cast; ring
    rw [hg, hg, e, Real.sin_add, Real.sin_sub, harmonic]
    ring
  have ends : g N = g 0 := by
    have e : 2 * π * k * ((N : ℝ) / N - τ) - π * k / N
        = (2 * π * k * (((0 : ℕ) : ℝ) / N - τ) - π * k / N) + k * (2 * π) := by
      rw [div_self hN']; push_cast; ring
    rw [hg, hg, e, Real.sin_add_int_mul_two_pi]
  have tot : 2 * Real.sin (π * k / N)
      * ∑ j ∈ Finset.range N, harmonic k τ ((j : ℝ) / N) = 0 := by
    rw [Finset.mul_sum, Finset.sum_congr rfl (fun j _ => step j), Finset.sum_range_sub,
      ends, sub_self]
  have hz := (mul_eq_zero.mp tot).resolve_left (mul_ne_zero two_ne_zero hs)
  rw [gridAverage, hz, mul_zero]

/-- Aliasing: for `N ≥ 1`, the average of the wave of frequency `N` over the `N`-point grid is
`cos (2πNτ)`. -/
theorem gridAverage_alias {N : ℕ} (hN : 0 < N) (τ : ℝ) :
    gridAverage N (harmonic N τ) = Real.cos (2 * π * N * τ) := by
  have hN' : (N : ℝ) ≠ 0 := Nat.cast_ne_zero.mpr hN.ne'
  have h : ∀ j : ℕ, harmonic N τ ((j : ℝ) / N) = Real.cos (2 * π * N * τ) := by
    intro j
    have e : 2 * π * ((N : ℤ) : ℝ) * ((j : ℝ) / N - τ)
        = -(2 * π * N * τ) + ((j : ℤ) : ℝ) * (2 * π) := by
      push_cast
      linear_combination (2 * π) * mul_div_cancel₀ (j : ℝ) hN'
    rw [harmonic, e, Real.cos_add_int_mul_two_pi, Real.cos_neg]
  rw [gridAverage, Finset.sum_congr rfl (fun j _ => h j), Finset.sum_const,
    Finset.card_range, nsmul_eq_mul, ← mul_assoc, one_div, inv_mul_cancel₀ hN', one_mul]

/-- A wave of nonzero integer frequency integrates to zero over a period. -/
theorem integral_harmonic {k : ℤ} (hk : k ≠ 0) (τ : ℝ) :
    ∫ x in (0 : ℝ)..1, harmonic k τ x = 0 := by
  have hc : 2 * π * (k : ℝ) ≠ 0 :=
    mul_ne_zero (mul_ne_zero two_ne_zero Real.pi_ne_zero) (Int.cast_ne_zero.mpr hk)
  have hd : ∀ x : ℝ, HasDerivAt
      (fun y : ℝ => Real.sin (2 * π * k * (y - τ)) / (2 * π * k)) (harmonic k τ x) x := by
    intro x
    have h := ((((hasDerivAt_id' x).sub_const τ).const_mul (2 * π * (k : ℝ))).sin).div_const
      (2 * π * (k : ℝ))
    refine h.congr_deriv ?_
    rw [mul_one, mul_div_cancel_right₀ _ hc, harmonic]
  have hcont : Continuous (harmonic k τ) := by unfold harmonic; fun_prop
  have e : Real.sin (2 * π * k * (1 - τ)) = Real.sin (2 * π * k * (0 - τ)) := by
    rw [show 2 * π * (k : ℝ) * (1 - τ) = 2 * π * k * (0 - τ) + k * (2 * π) by ring,
      Real.sin_add_int_mul_two_pi]
  rw [intervalIntegral.integral_eq_sub_of_hasDerivAt (fun x _ => hd x)
    (hcont.intervalIntegrable _ _)]
  simp only [e, sub_self]

/-- The grid error of the `(p + 1)`-th power of the density times the wave `k` is `a` times that of
the `p`-th power times the wave `k`, plus `b / 2` times the sum of those of the `p`-th power times
the waves `k + 1` and `k - 1`. -/
theorem gridError_succ (N p : ℕ) (a b τ : ℝ) (k : ℤ) :
    gridError N (fun x => density a b τ x ^ (p + 1) * harmonic k τ x)
      = a * gridError N (fun x => density a b τ x ^ p * harmonic k τ x)
        + b / 2 * (gridError N (fun x => density a b τ x ^ p * harmonic (k + 1) τ x)
          + gridError N (fun x => density a b τ x ^ p * harmonic (k - 1) τ x)) := by
  have e : ∀ x, density a b τ x ^ (p + 1) * harmonic k τ x
      = a * (density a b τ x ^ p * harmonic k τ x)
        + b / 2 * (density a b τ x ^ p * harmonic (k + 1) τ x
          + density a b τ x ^ p * harmonic (k - 1) τ x) := by
    intro x
    have h : harmonic (k + 1) τ x + harmonic (k - 1) τ x
        = 2 * Real.cos (2 * π * (x - τ)) * harmonic k τ x := by
      have e1 : 2 * π * ((k + 1 : ℤ) : ℝ) * (x - τ)
          = 2 * π * k * (x - τ) + 2 * π * (x - τ) := by push_cast; ring
      have e2 : 2 * π * ((k - 1 : ℤ) : ℝ) * (x - τ)
          = 2 * π * k * (x - τ) - 2 * π * (x - τ) := by push_cast; ring
      rw [harmonic, harmonic, harmonic, e1, e2, Real.cos_add, Real.cos_sub]
      ring
    have d : density a b τ x = a + b * Real.cos (2 * π * (x - τ)) := rfl
    linear_combination (density a b τ x ^ p * harmonic k τ x) * d
      - b / 2 * density a b τ x ^ p * h
  have hc : ∀ (c : ℝ) (m : ℤ), IntervalIntegrable
      (fun x => c * (density a b τ x ^ p * harmonic m τ x)) MeasureTheory.volume 0 1 := by
    intro c m
    apply Continuous.intervalIntegrable
    unfold density harmonic
    fun_prop
  -- both the grid sum and the integral are linear
  simp only [gridError, gridAverage, e, mul_add (b / 2)]
  rw [intervalIntegral.integral_add (hc a k) ((hc (b / 2) (k + 1)).add (hc (b / 2) (k - 1))),
    intervalIntegral.integral_add (hc (b / 2) (k + 1)) (hc (b / 2) (k - 1))]
  simp only [intervalIntegral.integral_const_mul, Finset.sum_add_distrib, ← Finset.mul_sum]
  ring

/-- If `|k| + p < N`, the grid integrates the `p`-th power of the density times the wave `k` without
error. -/
theorem gridError_resolved {N : ℕ} (a b τ : ℝ) (p : ℕ) : ∀ k : ℤ, k + p < N → -k + p < N →
    gridError N (fun x => density a b τ x ^ p * harmonic k τ x) = 0 := by
  induction p with
  | zero =>
    intro k h1 h2
    have hN : 0 < N := by omega
    have hN' : (N : ℝ) ≠ 0 := Nat.cast_ne_zero.mpr hN.ne'
    simp only [pow_zero, one_mul]
    by_cases hk : k = 0
    · subst hk
      simp [gridError, gridAverage, harmonic, hN']
    · have hd : ¬ (N : ℤ) ∣ k := by
        rintro ⟨n, hn⟩
        rcases lt_trichotomy n 0 with h | h | h
        · nlinarith
        · exact hk (by rw [hn, h, mul_zero])
        · nlinarith
      change gridAverage N (harmonic k τ) - ∫ x in (0 : ℝ)..1, harmonic k τ x = 0
      rw [gridAverage_harmonic hN hd, integral_harmonic hk, sub_self]
  | succ p ih =>
    intro k h1 h2
    rw [gridError_succ, ih k (by omega) (by omega), ih (k + 1) (by omega) (by omega),
      ih (k - 1) (by omega) (by omega)]
    ring

/-- At the edge `k + p = N` with `k ≥ 1`, the grid error of the `p`-th power of the density
times the wave `k` is `(b/2)^p cos (2πNτ)`. -/
theorem gridError_edge {N : ℕ} (a b τ : ℝ) (p : ℕ) : ∀ k : ℤ, 1 ≤ k → k + p = N →
    gridError N (fun x => density a b τ x ^ p * harmonic k τ x)
      = (b / 2) ^ p * Real.cos (2 * π * N * τ) := by
  induction p with
  | zero =>
    intro k h1 h2
    obtain rfl : k = N := by omega
    simp only [pow_zero, one_mul]
    change gridAverage N (harmonic N τ) - ∫ x in (0 : ℝ)..1, harmonic N τ x = _
    rw [gridAverage_alias (by omega), integral_harmonic (by omega), sub_zero]
  | succ p ih =>
    intro k h1 h2
    rw [gridError_succ, gridError_resolved a b τ p k (by omega) (by omega),
      ih (k + 1) (by omega) (by omega),
      gridError_resolved a b τ p (k - 1) (by omega) (by omega)]
    ring

/-- For `N ≥ 1`, the `N`-point grid average of the `N`-th power of the density exceeds the exact
period integral by `2 (b/2)^N cos (2πNτ)`. -/
theorem gridError_density_pow {N : ℕ} (hN : 1 ≤ N) (a b τ : ℝ) :
    gridAverage N (fun x => density a b τ x ^ N) - ∫ x in (0 : ℝ)..1, density a b τ x ^ N
      = 2 * (b / 2) ^ N * Real.cos (2 * π * N * τ) := by
  obtain ⟨p, rfl⟩ : ∃ p, N = p + 1 := ⟨N - 1, by omega⟩
  have h := gridError_succ (p + 1) p a b τ 0
  have even : harmonic (0 - 1) τ = harmonic (0 + 1) τ := by
    funext x
    rw [harmonic, harmonic, ← Real.cos_neg]
    congr 1
    push_cast
    ring
  -- the waves 1 and -1 contribute equally
  rw [even, gridError_resolved a b τ p 0 (by omega) (by omega),
    gridError_edge a b τ p (0 + 1) (by omega) (by push_cast; ring)] at h
  have one : ∀ x, harmonic 0 τ x = 1 := by intro x; simp [harmonic]
  simp only [one, mul_one, gridError] at h
  rw [h]
  ring

/-- Every power `p < N` of the density is integrated exactly by the `N`-point grid,
wherever the density sits. -/
theorem density_pow_exact {N p : ℕ} (hp : p < N) (a b τ : ℝ) :
    gridAverage N (fun x => density a b τ x ^ p) = ∫ x in (0 : ℝ)..1, density a b τ x ^ p := by
  have h := gridError_resolved (N := N) a b τ p 0 (by omega) (by omega)
  have one : ∀ x, harmonic 0 τ x = 1 := by intro x; simp [harmonic]
  simp only [one, mul_one, gridError] at h
  exact sub_eq_zero.mp h

/-- The exact integral of any power of the density does not change when the density is
displaced. -/
theorem integral_translation_invariant (a b τ : ℝ) (p : ℕ) :
    ∫ x in (0 : ℝ)..1, density a b τ x ^ p = ∫ x in (0 : ℝ)..1, density a b 0 x ^ p := by
  have per : Function.Periodic (fun x => density a b 0 x ^ p) 1 := by
    intro x
    have h : Real.cos (2 * π * (x + 1 - 0)) = Real.cos (2 * π * (x - 0)) := by
      rw [show 2 * π * (x + 1 - 0) = 2 * π * (x - 0) + 2 * π by ring, Real.cos_add_two_pi]
    simp only [density, h]
  have h1 := intervalIntegral.integral_comp_sub_right (a := 0) (b := 1)
    (fun x => density a b 0 x ^ p) τ
  have h2 := per.intervalIntegral_add_eq (0 - τ) 0
  rw [show (0 : ℝ) - τ + 1 = 1 - τ by ring, zero_add] at h2
  calc ∫ x in (0 : ℝ)..1, density a b τ x ^ p
      = ∫ x in (0 : ℝ)..1, density a b 0 (x - τ) ^ p := by simp only [density, sub_zero]
    _ = _ := h1.trans h2

/-- For `N ≥ 1`, the grid average of the `N`-th power of the density is the same for all
displacements if and only if the density is uniform, `b = 0`. -/
theorem grid_translation_invariant_iff {N : ℕ} (hN : 1 ≤ N) (a b : ℝ) :
    (∀ τ : ℝ, gridAverage N (fun x => density a b τ x ^ N)
      = gridAverage N (fun x => density a b 0 x ^ N)) ↔ b = 0 := by
  constructor
  · intro h
    have hN' : (N : ℝ) ≠ 0 := Nat.cast_ne_zero.mpr (by omega)
    -- compare the density on a grid point with the density displaced by half a grid step
    have h0 := gridError_density_pow hN a b 0
    have h1 := gridError_density_pow hN a b (1 / (2 * N))
    have e : 2 * π * (N : ℝ) * (1 / (2 * N)) = π := by field_simp
    rw [mul_zero, Real.cos_zero] at h0
    rw [integral_translation_invariant, h, e, Real.cos_pi] at h1
    have hz : (b / 2) ^ N = 0 := by linarith
    have hb : b / 2 = 0 := eq_zero_of_pow_eq_zero hz
    linarith
  · rintro rfl τ
    simp only [density, zero_mul]

end

end NonlinearEggBox
```

```lean
#print axioms NonlinearEggBox.gridError_density_pow
#print axioms NonlinearEggBox.density_pow_exact
#print axioms NonlinearEggBox.grid_translation_invariant_iff
```

```
'NonlinearEggBox.gridError_density_pow' depends on axioms: [propext, Classical.choice, Quot.sound]
'NonlinearEggBox.density_pow_exact' depends on axioms: [propext, Classical.choice, Quot.sound]
'NonlinearEggBox.grid_translation_invariant_iff' depends on axioms: [propext, Classical.choice, Quot.sound]
```

## One cosine, powers up to $N$, real numbers

`density a b τ x` is $\rho(x)$, `harmonic k τ x` is $h_k(x)$, and `gridAverage` and `gridError` are $A_N$ and $E$. The cell has period 1 and the grid includes $x=0$ but not $x=1$. The parameters are arbitrary reals, so positivity of the density is not required.

`gridError_density_pow` is the error formula, `density_pow_exact` covers the integer powers $0\le p<N$, and `grid_translation_invariant_iff` states that the grid average at power $N$ equals its value at $\tau=0$ for all $\tau$ exactly when $b=0$.

The condition `p < N` cannot be relaxed to $p\le N$: with $N=p=2$, $a=b=1$ and $\tau=0$, the density is nonnegative, the grid average is 2 and the integral is $3/2$.

In the proof, `gridAverage_harmonic` carries out the telescoping sum through `Finset.sum_range_sub`, `gridAverage_alias` treats $k=N$, and `integral_harmonic` uses the antiderivative. `gridError_succ` is the recursion; the pointwise expansion of $\rho^{p+1}h_k$ is closed by `linear_combination`, and continuity provides the integrability needed to split the integral. `gridError_resolved` and `gridError_edge` are the two inductions on `p`, with `omega` checking the index conditions. `integral_translation_invariant` shifts the integration variable and uses periodicity, and the last theorem compares displacements half a grid step apart.

The power in the error formula grows with the grid, so the formula is not a convergence rate for a fixed functional; a fixed integer power $p\ge0$ has no error once $N>p$. Fractional powers, gradient corrections, densities with several waves, three-dimensional grids and floating-point rounding all need separate analysis.
